# The cubic coefficient in the low-density energy of free-fermion steps is π²t/3

For non-interacting fermion steps with hopping `t`, the energy per site at density `r` is that of the band -2t cos k filled from -πr to πr. The lemma states that this energy, with its linear part -2tr taken away and the remainder divided by r³, tends to π²t/3 as `r` tends to zero through nonzero values. Here `t` is any real number, and `r` may approach zero from either side, though only positive `r` is a density. The attempt bounds the distance between the quotient and its limit by a multiple of |r|, which vanishes with `r`, and means to get that bound from the earlier lemma `stepEnergy_cubic_bound`.

Lean 4 with Mathlib refuses this proof:

```lean
import Mathlib

open Filter
open scoped Real Topology

namespace FreeFermionSteps

noncomputable section

/-- Energy per site of free-fermion steps with hopping `t` at step density `r`:
the band `-2t cos k` filled from `-πr` to `πr`. -/
def stepEnergy (t r : ℝ) : ℝ :=
  ∫ k in (-(π * r))..(π * r), -2 * t * Real.cos k / (2 * π)

/-- The energy of the filled band is `-(2t/π) sin(πr)`. -/
theorem stepEnergy_eq (t r : ℝ) :
    stepEnergy t r = -(2 * t / π) * Real.sin (π * r) := by
  have h : ∀ k : ℝ, -2 * t * Real.cos k / (2 * π) = (-t / π) * Real.cos k := by
    intro k
    ring
  unfold stepEnergy
  simp only [h]
  rw [intervalIntegral.integral_const_mul, integral_cos, Real.sin_neg]
  ring

/-- At low density the step energy is `-2tr + (π²t/3) r³` up to an explicit error of
fifth order in the density. -/
theorem stepEnergy_cubic_bound (t r : ℝ) (hr : |π * r| ≤ 1) :
    |stepEnergy t r + 2 * t * r - π ^ 2 * t / 3 * r ^ 3|
      ≤ π ^ 4 * |t| / 50 * |r| ^ 5 := by
  have hpi := Real.pi_pos
  have hb := Real.sin_bound hr
  have h5 : |π * r| ^ 5 = π ^ 5 * |r| ^ 5 := by
    rw [abs_mul, abs_of_pos hpi, mul_pow]
  have he : stepEnergy t r + 2 * t * r - π ^ 2 * t / 3 * r ^ 3
      = -(2 * t / π) * (Real.sin (π * r) - (π * r - (π * r) ^ 3 / 6)) := by
    rw [stepEnergy_eq]
    field_simp
    ring
  have hc : |-(2 * t / π)| = 2 * |t| / π := by
    rw [abs_neg, abs_div, abs_mul, abs_of_pos hpi, abs_two]
  rw [he, abs_mul, hc]
  calc 2 * |t| / π * |Real.sin (π * r) - (π * r - (π * r) ^ 3 / 6)|
      ≤ 2 * |t| / π * (|π * r| ^ 5 / 100) :=
        mul_le_mul_of_nonneg_left hb (by positivity)
    _ = π ^ 4 * |t| / 50 * |r| ^ 5 := by
        rw [h5]
        field_simp
        ring

/-- The cubic coefficient of the free-fermion step energy is `π²t/3`. -/
theorem stepEnergy_cubic_limit (t : ℝ) :
    Tendsto (fun r => (stepEnergy t r + 2 * t * r) / r ^ 3) (𝓝[≠] 0)
      (𝓝 (π ^ 2 * t / 3)) := by
  have hc : Continuous fun r : ℝ => 5 * π ^ 3 * |t| / 48 * |r| := by fun_prop
  have hd : Continuous fun r : ℝ => |π * r| := by fun_prop
  have h0 := (hc.tendsto 0).mono_left (nhdsWithin_le_nhds (s := {0}ᶜ))
  have h1 := (hd.tendsto 0).mono_left (nhdsWithin_le_nhds (s := {0}ᶜ))
  simp only [abs_zero, mul_zero] at h0 h1
  rw [tendsto_iff_norm_sub_tendsto_zero]
  refine squeeze_zero' (Eventually.of_forall fun _ => norm_nonneg _) ?_ h0
  filter_upwards [h1.eventually_lt_const one_pos, self_mem_nhdsWithin] with r hr hr0
  have hne : r ≠ 0 := hr0
  have he : (stepEnergy t r + 2 * t * r) / r ^ 3 - π ^ 2 * t / 3
      = (stepEnergy t r + 2 * t * r - π ^ 2 * t / 3 * r ^ 3) / r ^ 3 := by
    field_simp
  have h4 : |r| * |r ^ 3| = r ^ 4 := by
    rw [← abs_mul, show r * r ^ 3 = r ^ 4 by ring, abs_of_nonneg (by positivity)]
  rw [Real.norm_eq_abs, he, abs_div, div_le_iff₀ (by positivity), mul_assoc, h4]
  exact stepEnergy_cubic_bound t r hr.le

end

end FreeFermionSteps
```

The error:

```
Main.lean:69:77: error: Tactic `rewrite` failed: Did not find an occurrence of the pattern
  |r| * |r ^ 3|
in the target expression
  |stepEnergy t r + 2 * (t * r) - π ^ 2 * t / 3 * r ^ 3| ≤ 5 * π ^ 3 * |t| / 48 * |r| * |r ^ 3|

t : ℝ
hc : Continuous fun r => 5 * π ^ 3 * |t| / 48 * |r|
hd : Continuous fun r => |π * r|
h0 : Tendsto (fun r => 5 * π ^ 3 * |t| / 48 * |r|) (𝓝[≠] 0) (𝓝 0)
h1 : Tendsto (fun r => |π * r|) (𝓝[≠] 0) (𝓝 0)
r : ℝ
hr : |π * r| < 1
hr0 : r ∈ {0}ᶜ
hne : r ≠ 0
he : (stepEnergy t r + 2 * t * r) / r ^ 3 - π ^ 2 * t / 3 = (stepEnergy t r + 2 * t * r - π ^ 2 * t / 3 * r ^ 3) / r ^ 3
h4 : |r| * |r ^ 3| = r ^ 4
⊢ |stepEnergy t r + 2 * (t * r) - π ^ 2 * t / 3 * r ^ 3| ≤ 5 * π ^ 3 * |t| / 48 * |r| * |r ^ 3|
```

Diagnosis. The rewrite with `mul_assoc` was meant to regroup the right side of the inequality so that `|r| * |r ^ 3|` stood together for `h4`. But `rw` fixes the pattern at the first match it finds, and that was `2 * t * r` on the left, which became `2 * (t * r)`. The right side stayed as it was, so `h4` found nothing to rewrite.

A better-aimed `mul_assoc` would not have been enough. The goal would then have had the bound `5 * π ^ 3 * |t| / 48 * r ^ 4`, while `stepEnergy_cubic_bound` gives `π ^ 4 * |t| / 50 * |r| ^ 5`, and `exact` does not bridge the two.

The repair changes the bounding function in `hc` to `π ^ 4 * |t| / 50 * (|r| * |r|)`, which still tends to zero. Multiplied by `|r ^ 3|`, it is exactly the earlier lemma's bound, as the new `h5` proves. Rewriting with `h5` matches the whole right side as it stands, so `mul_assoc` is no longer needed, the left side is left alone, and the final `exact` fits.

The repair, with which the file compiles:

```diff
@@ -53,5 +53,5 @@
     Tendsto (fun r => (stepEnergy t r + 2 * t * r) / r ^ 3) (𝓝[≠] 0)
       (𝓝 (π ^ 2 * t / 3)) := by
-  have hc : Continuous fun r : ℝ => 5 * π ^ 3 * |t| / 48 * |r| := by fun_prop
+  have hc : Continuous fun r : ℝ => π ^ 4 * |t| / 50 * (|r| * |r|) := by fun_prop
   have hd : Continuous fun r : ℝ => |π * r| := by fun_prop
   have h0 := (hc.tendsto 0).mono_left (nhdsWithin_le_nhds (s := {0}ᶜ))
@@ -65,7 +65,8 @@
       = (stepEnergy t r + 2 * t * r - π ^ 2 * t / 3 * r ^ 3) / r ^ 3 := by
     field_simp
-  have h4 : |r| * |r ^ 3| = r ^ 4 := by
-    rw [← abs_mul, show r * r ^ 3 = r ^ 4 by ring, abs_of_nonneg (by positivity)]
-  rw [Real.norm_eq_abs, he, abs_div, div_le_iff₀ (by positivity), mul_assoc, h4]
+  have h5 : π ^ 4 * |t| / 50 * (|r| * |r|) * |r ^ 3| = π ^ 4 * |t| / 50 * |r| ^ 5 := by
+    rw [abs_pow]
+    ring
+  rw [Real.norm_eq_abs, he, abs_div, div_le_iff₀ (by positivity), h5]
   exact stepEnergy_cubic_bound t r hr.le
 
```
